# A functional of the Green function is invariant under diagonal unitary conjugation exactly when it is invariant under local phase changes

The contour points form a finite set, and the Green function is represented by an arbitrary complex matrix `G` indexed by them. The theorem says that a complex-valued function `Φ` of such matrices is unchanged by conjugation with every diagonal unitary matrix if and only if it is unchanged whenever each entry `G i j` is multiplied by exp(i(θ_i − θ_j)), for all real angles θ. Nothing further is assumed of `Φ` or `G`. In the forward direction, the attempt writes the phase change as conjugation by the diagonal matrix `phase θ` and checks that this matrix is unitary. In the converse, it shows that the diagonal entries of a diagonal unitary have modulus one and takes their arguments as the angles.

The first attempt, which Lean rejects:

```lean
import Mathlib

open Matrix

namespace GaugeInvariantIffPhases

noncomputable section

attribute [local instance] Matrix.normedAddCommGroup Matrix.normedSpace

variable {n : Type*} [Fintype n] [DecidableEq n]

/-- Invariance of a functional of the Green function under all diagonal unitary
transformations, that is, under an independent change of phase at each contour point. -/
def GaugeInvariant (Φ : Matrix n n ℂ → ℂ) : Prop :=
  ∀ D ∈ Matrix.unitaryGroup n ℂ, D.IsDiag → ∀ G, Φ (D * G * D⁻¹) = Φ G

/-- The diagonal matrix of the local phase factors `exp (i θ k)`. -/
def phase (θ : n → ℝ) : Matrix n n ℂ :=
  Matrix.diagonal fun k => Complex.exp ((θ k : ℂ) * Complex.I)

/-- The Green function with entry `G i j` multiplied by `exp (i (θ i - θ j))`. -/
def twist (θ : n → ℝ) (G : Matrix n n ℂ) : Matrix n n ℂ :=
  Matrix.of fun i j => Complex.exp (((θ i - θ j : ℝ) : ℂ) * Complex.I) * G i j

/-- Conjugation by local phases multiplies each entry of the Green function by the
phase difference of its two contour points. -/
theorem phase_conj (θ : n → ℝ) (G : Matrix n n ℂ) :
    phase θ * G * (phase θ)⁻¹ = twist θ G := by
  have hinv : (phase θ)⁻¹ =
      Matrix.diagonal fun k => Complex.exp (-((θ k : ℂ) * Complex.I)) := by
    apply Matrix.inv_eq_right_inv
    simp only [phase, Matrix.diagonal_mul_diagonal, ← Complex.exp_add, add_neg_cancel,
      Complex.exp_zero, Matrix.diagonal_one]
  rw [hinv]
  ext i j
  rw [Matrix.mul_diagonal, phase, Matrix.diagonal_mul]
  have h : Complex.exp (((θ i - θ j : ℝ) : ℂ) * Complex.I) =
      Complex.exp ((θ i : ℂ) * Complex.I) * Complex.exp (-((θ j : ℂ) * Complex.I)) := by
    rw [← Complex.exp_add]
    congr 1
    push_cast
    ring
  simp only [twist, Matrix.of_apply]
  rw [h]
  ring

/-- Gauge invariance is the same as invariance under all real local phase angles. -/
theorem gaugeInvariant_iff_phases (Φ : Matrix n n ℂ → ℂ) :
    GaugeInvariant Φ ↔ ∀ θ G, Φ (twist θ G) = Φ G := by
  constructor
  · intro h θ G
    rw [← phase_conj]
    refine h _ ?_ (Matrix.isDiag_diagonal _) G
    rw [Matrix.mem_unitaryGroup_iff, Matrix.star_eq_conjTranspose, phase,
      Matrix.diagonal_conjTranspose, Matrix.diagonal_mul_diagonal]
    refine (congrArg Matrix.diagonal (funext fun k => ?_)).trans Matrix.diagonal_one
    change Complex.exp ((θ k : ℂ) * Complex.I) *
      starRingEnd ℂ (Complex.exp ((θ k : ℂ) * Complex.I)) = 1
    rw [Complex.mul_conj, Complex.normSq_eq_norm_sq, Complex.norm_exp_ofReal_mul_I]
    simp
  · intro h D hD hdiag G
    -- the diagonal entries of a diagonal unitary have modulus one
    have hk : ∀ k, ‖D k k‖ = 1 := by
      intro k
      have h1 := congrFun (congrFun (Matrix.mem_unitaryGroup_iff.1 hD) k) k
      rw [← hdiag.diagonal_diag, Matrix.star_eq_conjTranspose,
        Matrix.diagonal_conjTranspose, Matrix.diagonal_mul_diagonal,
        Matrix.diagonal_apply_eq, Matrix.one_apply_eq] at h1
      change D k k * starRingEnd ℂ (D k k) = 1 at h1
      rw [Complex.mul_conj, Complex.normSq_eq_norm_sq] at h1
      have h2 : ‖D k k‖ ^ 2 = 1 := by exact_mod_cast h1
      nlinarith [norm_nonneg (D k k)]
    obtain ⟨θ, hθ⟩ : ∃ θ : n → ℝ, D = phase θ := by
      refine ⟨fun k => Complex.arg (D k k), hdiag.diagonal_diag.symm.trans
        (congrArg Matrix.diagonal (funext fun k => ?_))⟩
      have h3 := Complex.norm_mul_exp_arg_mul_I (D k k)
      rw [hk k, Complex.ofReal_one, one_mul] at h3
      exact h3.symm
    rw [hθ, phase_conj]
    exact h θ G

end

end GaugeInvariantIffPhases
```

Messages:

```
Main.lean:55:67: error: Failed to rewrite using equation theorems for `phase`
```

Cause. The message says that Lean could not use the definition of `phase` to rewrite the goal, which at that point is the claim that the phase matrix is unitary. Rewriting with `phase` needs an occurrence of `phase` in the goal, and here there was none.

The reason lies in the preceding `refine`, where the matrix given to `h` was left as `_`. The argument `Matrix.isDiag_diagonal _` proves diagonality for a matrix of the form `Matrix.diagonal _`, so Lean filled the gap with that form. Matching it with `phase θ` then only fixed the diagonal entries. The unitarity goal was therefore about the explicit diagonal matrix, with `phase` already unfolded.

The repair supplies `phase θ` by name. The unitarity goal now contains `phase θ`, and the rewrite can unfold it. `Matrix.isDiag_diagonal _` still serves as the proof of diagonality, because `phase θ` is by definition a diagonal matrix.

Fix (accepted with no message):

```diff
@@ -52,5 +52,5 @@
   · intro h θ G
     rw [← phase_conj]
-    refine h _ ?_ (Matrix.isDiag_diagonal _) G
+    refine h (phase θ) ?_ (Matrix.isDiag_diagonal _) G
     rw [Matrix.mem_unitaryGroup_iff, Matrix.star_eq_conjTranspose, phase,
       Matrix.diagonal_conjTranspose, Matrix.diagonal_mul_diagonal]
```
